# The uniform four-site chain: end-to-end transfer that comes arbitrarily close to perfect but never reaches it

An excitation that starts at one end of a uniformly coupled four-site chain never arrives at the other end with probability one. If A is the adjacency matrix of the path on sites 0, 1, 2, 3 and U(t) = exp(−itA), then

|U(t)₀₃| < 1 for every real t.

No smaller constant will do. With φ = (1 + √5)/2, the golden ratio, the modulus tends to 1 along the times t_m = (π/2) φ^(6m), m = 0, 1, 2, …

The physical setting is a row of four spins with equal, isotropic nearest-neighbour XY couplings in a uniform field along z, carrying one flipped spin. Up to a constant energy, the Hamiltonian acts on the four states "flip at site n" as a coupling constant times A. Time is measured in units of ħ divided by that constant, and |U(t)₀₃|² is the probability that the flip has crossed the chain. For state transfer along spin chains this means that, in the ideal four-site model with a single excitation, equal couplings do not give perfect transfer at any waiting time.

## The amplitude as two competing sines

The golden ratio satisfies φ² = φ + 1. Using only this relation, one checks that A has the eigenvectors

v₀ = (1, φ, φ, 1), energy φ
v₁ = (1, φ−1, 1−φ, −1), energy φ−1
v₂ = (1, 1−φ, 1−φ, 1), energy 1−φ
v₃ = (1, −φ, φ, −1), energy −φ

For v₀, for instance, Av₀ = (φ, 1+φ, φ+1, φ) = φv₀. The squared lengths are 2 + 2φ² = 2(2+φ) for v₀ and v₃, and 2 + 2(φ−1)² = 2(3−φ) for v₁ and v₂. Since (2+φ)(3−φ) = 5, their reciprocals are (3−φ)/10 and (2+φ)/10. The normalised modes therefore have end components of size √((3−φ)/10) ≈ 0.372 and √((2+φ)/10) ≈ 0.602.

Each mode contributes its phase factor times the product of its two normalised end components:

U(t)₀₃ = (3−φ)/10 · (e^(−iφt) − e^(iφt)) − (2+φ)/10 · (e^(−i(φ−1)t) − e^(i(φ−1)t))

U(t)₀₃ = i [ p sin((φ−1)t) − q sin(φt) ], with p = (2+φ)/5 and q = (3−φ)/5.

## Why the modulus stays below one

The weights p and q are positive and p + q = 1. The bracket therefore has modulus at most 1, with equality only if one sine is 1 and the other is −1. Both cosines then vanish, so there are integers k and m with

(φ−1)t = (2k+1)π/2 and φt = (2m+1)π/2.

Subtracting gives t = (m−k)π, and the second condition becomes

φ(2m − 2k) = 2m + 1.

If m = k, this says that zero is an odd integer. If m ≠ k, it makes φ rational. Both are impossible.

## Times along which transfer approaches perfection

Let ψ = 1 − φ, the other root of z² = z + 1. It satisfies |ψ| < 1. Define

S_m = φ^(6m) φ + ψ^(6m) ψ
D_m = φ^(6m) (φ−1) + ψ^(6m) (ψ−1)

At m = 0 these are 1 and −1. Both roots satisfy z⁶ = 8z + 5, so

z⁶ · z = 13z + 8 = 21z − 8(z−1)
z⁶ · (z−1) = 5z + 3 = 8z − 3(z−1)

and hence S_(m+1) = 21S_m − 8D_m and D_(m+1) = 8S_m − 3D_m. By induction S_m = 4j + 1 and D_m = 4k − 1 with integers j and k that depend on m. Multiplying by π/2 gives the two phases at time t_m:

φt_m = 2πj + π/2 − (π/2) ψ^(6m) ψ
(φ−1)t_m = 2πk − π/2 − (π/2) ψ^(6m) (ψ−1)

The sines of these phases are cos((π/2)ψ^(6m)ψ) and −cos((π/2)ψ^(6m)(ψ−1)), so

|U(t_m)₀₃| = | p cos((π/2)ψ^(6m)(ψ−1)) + q cos((π/2)ψ^(6m)ψ) |.

As m grows, ψ^(6m) → 0 and the right-hand side tends to p + q = 1. The waiting time grows by a factor φ⁶ ≈ 17.9 at each step.

## The chain and its propagator in Lean

In the code `φ` abbreviates Mathlib's `Real.goldenRatio`; it is not a phase angle.

```lean
import Mathlib

open Matrix Filter Topology

namespace UniformChainFailure

noncomputable section

local notation "φ" => Real.goldenRatio
```

The Hamiltonian is an explicit complex matrix with indices in `Fin 4`, that is, 0 to 3. Its unit entries fix the energy scale, and its zero diagonal sets all site energies equal.

```lean
/-- The adjacency matrix of the path on four sites, numbered 0 to 3. -/
def chain : Matrix (Fin 4) (Fin 4) ℂ :=
  !![0, 1, 0, 0; 1, 0, 1, 0; 0, 1, 0, 1; 0, 0, 1, 0]
```

The propagator is Mathlib's matrix exponential, with ħ = 1 and a real time. The entry `propagator t 0 3` is the amplitude from site 3 to site 0; as A is symmetric, it is also the amplitude from 0 to 3. The passage from the full spin Hamiltonian to this 4×4 block is made in the physics above, not in the code, and disorder, relaxation and further couplings are absent.

```lean
/-- The propagator `exp(-itA)` of the uniform four-site chain. -/
def propagator (t : ℝ) : Matrix (Fin 4) (Fin 4) ℂ :=
  NormedSpace.exp ((-(Complex.I * (t : ℂ))) • chain)
```

## Diagonalising with one quadratic relation

The energies and modes are written with a complex parameter `g` in place of φ. They appear in the order v₀, v₁, v₂, v₃.

```lean
/-- The four numbers `g, g - 1, 1 - g, -g`, which are the mode energies of the chain when
`g² = g + 1`. -/
def energies (g : ℂ) : Fin 4 → ℂ := ![g, g - 1, 1 - g, -g]
```

The columns of `modes` are the unnormalised vectors found above.

```lean
/-- The matrix whose columns are the four unnormalised modes of the chain when `g² = g + 1`. -/
def modes (g : ℂ) : Matrix (Fin 4) (Fin 4) ℂ :=
  !![1, 1, 1, 1; g, g - 1, 1 - g, -g; g, 1 - g, 1 - g, g; 1, -1, 1, -1]
```

The rows of `dualModes` are the same vectors divided by their squared lengths, simplified with g² = g + 1.

```lean
/-- The matrix whose rows are the dual modes of the chain when `g² = g + 1`. -/
def dualModes (g : ℂ) : Matrix (Fin 4) (Fin 4) ℂ :=
  !![(3 - g) / 10, (2 * g - 1) / 10, (2 * g - 1) / 10, (3 - g) / 10;
     (2 + g) / 10, (2 * g - 1) / 10, -(2 * g - 1) / 10, -(2 + g) / 10;
     (2 + g) / 10, -(2 * g - 1) / 10, -(2 * g - 1) / 10, (2 + g) / 10;
     (3 - g) / 10, -(2 * g - 1) / 10, (2 * g - 1) / 10, -(3 - g) / 10]
```

The next theorem states that the two matrices are mutually inverse and that A is the product of modes, diagonal energies and dual modes. The proof compares entries: `hPQ` checks the inverse and `hAP` the eigenvector equations, with `grind` applying the quadratic relation.

```lean
/-- If `g² = g + 1`, the modes and dual modes are inverse to each other and diagonalise
the chain. -/
theorem chain_diagonalised (g : ℂ) (hg : g ^ 2 = g + 1) :
    modes g * dualModes g = 1 ∧
      chain = modes g * diagonal (energies g) * dualModes g := by
  have hPQ : modes g * dualModes g = 1 := by
    ext i j
    fin_cases i <;> fin_cases j <;>
      simp [modes, dualModes, Matrix.mul_apply, Fin.sum_univ_four] <;> grind
  -- each column of the mode matrix is an eigenvector
  have hAP : chain * modes g = modes g * diagonal (energies g) := by
    ext i j
    rw [Matrix.mul_diagonal, Matrix.mul_apply, Fin.sum_univ_four]
    fin_cases i <;> fin_cases j <;> simp [chain, modes, energies] <;> grind
  refine ⟨hPQ, ?_⟩
  rw [← hAP, Matrix.mul_assoc, hPQ, Matrix.mul_one]
```

Exponentiation acts on the energies alone. Mathlib's `Matrix.exp_units_conj` moves the exponential inside a similarity transformation, and `Matrix.exp_diagonal` evaluates it on the diagonal matrix.

```lean
/-- If `P * Q = 1`, the exponential of `P * diagonal d * Q` is diagonalised by the same `P` and `Q`,
with each diagonal entry replaced by its exponential. -/
theorem exp_diagonalised (P Q : Matrix (Fin 4) (Fin 4) ℂ) (hPQ : P * Q = 1)
    (d : Fin 4 → ℂ) :
    NormedSpace.exp (P * diagonal d * Q) =
      P * diagonal (fun k => Complex.exp (d k)) * Q := by
  have h := Matrix.exp_units_conj
    (⟨P, Q, hPQ, mul_eq_one_comm.1 hPQ⟩ : (Matrix (Fin 4) (Fin 4) ℂ)ˣ) (diagonal d)
  rw [Matrix.exp_diagonal, Pi.exp_def] at h
  rw [Complex.exp_eq_exp_ℂ]
  exact h
```

## The closed amplitude formula

This is the formula with weights p and q. The `generalize` steps replace φ by a symbol about which only the quadratic relation is known. The step `corner` is the sum over the four modes for arbitrary diagonal entries. After `e0` to `e3` have tidied the exponents, the sines are expanded into exponentials, and the last step uses i² = −1.

```lean
/-- The end-to-end amplitude is `i` times a weighted difference of two sines, whose frequencies
are `φ - 1` and `φ`, with `φ` the golden ratio. -/
theorem endToEnd_amplitude (t : ℝ) :
    propagator t 0 3 = Complex.I *
      (((2 + φ) / 5 * Real.sin ((φ - 1) * t) - (3 - φ) / 5 * Real.sin (φ * t) : ℝ) : ℂ) := by
  have hr := Real.goldenRatio_sq
  generalize φ = r at hr ⊢
  have hg : (r : ℂ) ^ 2 = (r : ℂ) + 1 := by exact_mod_cast hr
  push_cast
  generalize (r : ℂ) = g at hg ⊢
  obtain ⟨hPQ, hA⟩ := chain_diagonalised g hg
  have hs : (-(Complex.I * (t : ℂ))) • chain =
      modes g * diagonal ((-(Complex.I * (t : ℂ))) • energies g) * dualModes g := by
    rw [Matrix.diagonal_smul, Matrix.mul_smul, Matrix.smul_mul, ← hA]
  -- the corner entry is a sum over the four modes
  have corner : ∀ e : Fin 4 → ℂ, (modes g * diagonal e * dualModes g) 0 3 =
      (3 - g) / 10 * (e 0 - e 3) - (2 + g) / 10 * (e 1 - e 2) := by
    intro e
    rw [Matrix.mul_apply, Fin.sum_univ_four]
    simp only [Matrix.mul_diagonal]
    simp [modes, dualModes]
    ring
  have e0 : -(Complex.I * (t : ℂ)) * g = -(g * t) * Complex.I := by ring
  have e1 : -(Complex.I * (t : ℂ)) * (g - 1) = -((g - 1) * t) * Complex.I := by ring
  have e2 : -(Complex.I * (t : ℂ)) * (1 - g) = (g - 1) * t * Complex.I := by ring
  have e3 : -(Complex.I * (t : ℂ)) * (-g) = g * t * Complex.I := by ring
  rw [propagator, hs, exp_diagonalised _ _ hPQ, corner]
  change (3 - g) / 10 * (Complex.exp (-(Complex.I * (t : ℂ)) * g)
      - Complex.exp (-(Complex.I * (t : ℂ)) * (-g)))
    - (2 + g) / 10 * (Complex.exp (-(Complex.I * (t : ℂ)) * (g - 1))
      - Complex.exp (-(Complex.I * (t : ℂ)) * (1 - g))) = _
  rw [e0, e1, e2, e3, Complex.sin, Complex.sin]
  linear_combination
    ((3 - g) / 10 * (Complex.exp (-(g * t) * Complex.I) - Complex.exp (g * t * Complex.I))
      - (2 + g) / 10 * (Complex.exp (-((g - 1) * t) * Complex.I)
        - Complex.exp ((g - 1) * t * Complex.I))) * Complex.I_sq
```

## The strict bound

The first ingredient is that the two cosines have no common zero. The equation `h` is φ(2m − 2k) = 2m + 1, obtained by eliminating t. The case split then gives the parity contradiction or a rational value for φ.

```lean
/-- The cosines of the two phases `(φ - 1)t` and `φt` never vanish at the same time. -/
theorem phases_incommensurate (t : ℝ) :
    ¬ (Real.cos ((φ - 1) * t) = 0 ∧ Real.cos (φ * t) = 0) := by
  rintro ⟨h1, h2⟩
  obtain ⟨k, hk⟩ := Real.cos_eq_zero_iff.1 h1
  obtain ⟨m, hm⟩ := Real.cos_eq_zero_iff.1 h2
  -- eliminate the time between the two conditions
  have h : φ * (2 * m - 2 * k) = 2 * m + 1 := by
    apply mul_left_cancel₀ Real.pi_ne_zero
    linear_combination 2 * φ * hk - 2 * (φ - 1) * hm
  by_cases hne : (2 * m - 2 * k : ℝ) = 0
  · rw [hne, mul_zero] at h
    have h' : (0 : ℤ) = 2 * m + 1 := by exact_mod_cast h
    omega
  · refine Real.goldenRatio_irrational ⟨(2 * m + 1 : ℚ) / (2 * m - 2 * k), ?_⟩
    push_cast
    rw [div_eq_iff hne]
    exact h.symm
```

The second ingredient is the equality case of the weighted bound, for any positive weights with sum one. The hypothesis reads "at least one", which is the negation of "below one". In each sign case linear inequalities fix both sines at ±1, and sin² + cos² = 1 makes the cosines zero.

```lean
/-- If the weighted difference `p sin x - q sin y`, with positive weights `p` and `q` of sum one,
has modulus at least one, then both cosines vanish. -/
theorem cos_eq_zero_of_full_amplitude {p q x y : ℝ} (hp : 0 < p) (hq : 0 < q)
    (hpq : p + q = 1) (h : 1 ≤ |p * Real.sin x - q * Real.sin y|) :
    Real.cos x = 0 ∧ Real.cos y = 0 := by
  have hx := Real.sin_sq_add_cos_sq x
  have hy := Real.sin_sq_add_cos_sq y
  have x1 := mul_nonneg hp.le (sub_nonneg.2 (Real.sin_le_one x))
  have y1 := mul_nonneg hq.le (sub_nonneg.2 (Real.sin_le_one y))
  have x2 := mul_nonneg hp.le (neg_le_iff_add_nonneg.1 (Real.neg_one_le_sin x))
  have y2 := mul_nonneg hq.le (neg_le_iff_add_nonneg.1 (Real.neg_one_le_sin y))
  rcases le_abs.1 h with h | h
  · have sx : Real.sin x = 1 := mul_left_cancel₀ hp.ne' (by linarith)
    have sy : Real.sin y = -1 := mul_left_cancel₀ hq.ne' (by linarith)
    rw [sx] at hx
    rw [sy] at hy
    exact ⟨pow_eq_zero_iff two_ne_zero |>.1 (by linarith),
      pow_eq_zero_iff two_ne_zero |>.1 (by linarith)⟩
  · have sx : Real.sin x = -1 := mul_left_cancel₀ hp.ne' (by linarith)
    have sy : Real.sin y = 1 := mul_left_cancel₀ hq.ne' (by linarith)
    rw [sx] at hx
    rw [sy] at hy
    exact ⟨pow_eq_zero_iff two_ne_zero |>.1 (by linarith),
      pow_eq_zero_iff two_ne_zero |>.1 (by linarith)⟩
```

The bound for every real t now follows by contradiction. The factor i has modulus one and drops out, and 1 < φ < 2 makes both weights positive.

```lean
/-- In the uniform four-site chain the end-to-end amplitude has modulus strictly below one at
every real time. -/
theorem no_perfect_transfer (t : ℝ) : ‖propagator t 0 3‖ < 1 := by
  rw [endToEnd_amplitude, norm_mul, Complex.norm_I, one_mul, Complex.norm_real,
    Real.norm_eq_abs]
  have h1 := Real.one_lt_goldenRatio
  have h2 : φ < 2 := by nlinarith [Real.goldenRatio_sq]
  by_contra hlt
  exact phases_incommensurate t (cos_eq_zero_of_full_amplitude
    (by linarith) (by linarith) (by ring) (not_lt.1 hlt))
```

## The limit along golden-ratio times

The integer statement about S_m and D_m is proved for any real `x` and `y` with sum one that both solve z² = z + 1. The auxiliary `six` is z⁶ = 8z + 5. The induction step supplies the new integers explicitly, and its coefficients 21, −8 and 8, −3 are those of the recursion above.

```lean
/-- If `x` and `y` have sum one and both solve `z² = z + 1`, then two combinations of their
powers are integers congruent to `1` and `-1` modulo 4. -/
theorem power_sums_mod_four {x y : ℝ} (hx : x ^ 2 = x + 1) (hy : y ^ 2 = y + 1)
    (hxy : x + y = 1) (m : ℕ) :
    ∃ j k : ℤ, (x ^ 6) ^ m * x + (y ^ 6) ^ m * y = 4 * j + 1 ∧
      (x ^ 6) ^ m * (x - 1) + (y ^ 6) ^ m * (y - 1) = 4 * k - 1 := by
  have six : ∀ z : ℝ, z ^ 2 = z + 1 → z ^ 6 = 8 * z + 5 := fun z hz => by
    linear_combination (z ^ 4 + z ^ 3 + 2 * z ^ 2 + 3 * z + 5) * hz
  have hx6 := six x hx
  have hy6 := six y hy
  induction m with
  | zero =>
    refine ⟨0, 0, ?_, ?_⟩ <;> push_cast <;> linear_combination hxy
  | succ m ih =>
    obtain ⟨j, k, h1, h2⟩ := ih
    refine ⟨21 * j - 8 * k + 7, 8 * j - 3 * k + 3, ?_, ?_⟩
    · push_cast
      rw [pow_succ, pow_succ]
      linear_combination 21 * h1 - 8 * h2 + (x ^ 6) ^ m * (x * hx6 + 8 * hx)
        + (y ^ 6) ^ m * (y * hy6 + 8 * hy)
    · push_cast
      rw [pow_succ, pow_succ]
      linear_combination 8 * h1 - 3 * h2 + (x ^ 6) ^ m * ((x - 1) * hx6 + 8 * hx)
        + (y ^ 6) ^ m * ((y - 1) * hy6 + 8 * hy)
```

The final theorem says that the sequence of moduli at the times t_m converges to 1. The function `f` is the absolute value of the weighted cosine sum, with `s` standing for ψ^(6m). It is continuous and `f 0 = 1`, so its values along the sequence tend to 1. The equations `a1` and `a2` are the two phase formulas; they show that `f` equals the transfer modulus at each t_m. Convergence is all that is stated, with no rate and no claim that these are the earliest good times.

```lean
/-- Along the times `(π/2) φ^(6m)`, with `φ` the golden ratio, the modulus of the end-to-end
amplitude tends to one. -/
theorem almost_perfect_transfer :
    Tendsto (fun m : ℕ => ‖propagator (Real.pi / 2 * φ ^ (6 * m)) 0 3‖) atTop (𝓝 1) := by
  have hφ := Real.goldenRatio_sq
  have h1 := Real.one_lt_goldenRatio
  have h2 : φ < 2 := by nlinarith
  have hψ : |1 - φ| < 1 := abs_lt.2 ⟨by linarith, by linarith⟩
  have hlim : Tendsto (fun m : ℕ => ((1 - φ) ^ 6) ^ m) atTop (𝓝 0) := by
    apply tendsto_pow_atTop_nhds_zero_of_abs_lt_one
    rw [abs_pow]
    exact pow_lt_one₀ (abs_nonneg _) hψ (by norm_num)
  -- the modulus as a continuous function of the conjugate power
  let f : ℝ → ℝ := fun s => |(2 + φ) / 5 * Real.cos (Real.pi / 2 * (s * (1 - φ - 1)))
    + (3 - φ) / 5 * Real.cos (Real.pi / 2 * (s * (1 - φ)))|
  have hf : Continuous f := by fun_prop
  have hf0 : f 0 = 1 := by
    have : (2 + φ) / 5 + (3 - φ) / 5 = 1 := by ring
    simp only [f, zero_mul, mul_zero, Real.cos_zero, mul_one, this, abs_one]
  have hcomp := (hf.tendsto 0).comp hlim
  rw [hf0] at hcomp
  refine hcomp.congr fun m => ?_
  obtain ⟨j, k, hj, hk⟩ := power_sums_mod_four hφ
    (show (1 - φ) ^ 2 = (1 - φ) + 1 by linear_combination hφ) (by ring) m
  -- each phase is an odd multiple of π/2 plus a multiple of the conjugate power
  have a1 : φ * (Real.pi / 2 * (φ ^ 6) ^ m) =
      Real.pi / 2 - Real.pi / 2 * (((1 - φ) ^ 6) ^ m * (1 - φ)) + j * (2 * Real.pi) := by
    linear_combination Real.pi / 2 * hj
  have a2 : (φ - 1) * (Real.pi / 2 * (φ ^ 6) ^ m) =
      -(Real.pi / 2 * (((1 - φ) ^ 6) ^ m * (1 - φ - 1)) + Real.pi / 2)
        + k * (2 * Real.pi) := by
    linear_combination Real.pi / 2 * hk
  rw [endToEnd_amplitude, norm_mul, Complex.norm_I, one_mul, Complex.norm_real,
    Real.norm_eq_abs, pow_mul, a1, a2, Real.sin_add_int_mul_two_pi,
    Real.sin_add_int_mul_two_pi, Real.sin_pi_div_two_sub, Real.sin_neg,
    Real.sin_add_pi_div_two]
  simp only [Function.comp_apply, f]
  rw [← abs_neg]
  congr 1
  ring

end

end UniformChainFailure
```

```lean
#print axioms UniformChainFailure.no_perfect_transfer
#print axioms UniformChainFailure.almost_perfect_transfer
```

```
'UniformChainFailure.no_perfect_transfer' depends on axioms: [propext, Classical.choice, Quot.sound]
'UniformChainFailure.almost_perfect_transfer' depends on axioms: [propext, Classical.choice, Quot.sound]
```
